# With real nonpositive hopping matrix elements on a connected finite lattice, a positive state is the ground state of its inversion potential, unique up to a factor

## A lattice known only through its matrix

The lattice is modelled as a finite set of sites with no geometry of its own: no coordinates, no dimension, no list of neighbours. Which sites are neighbours is read off from the Hamiltonian $H$. Two distinct sites $i$ and $j$ share a bond when the matrix element between them is nonzero, and the lattice is connected when any two sites are linked by a chain of bonds. Chains, grids, molecules in an orthonormal site basis and graphs with long-range hopping are then all treated alike, provided their matrix elements meet the sign condition below.

On this lattice lives one particle with real amplitudes $x_i$. The matrix $H$ is real and symmetric, and its off-diagonal elements satisfy $H_{ij}\le 0$. This sign condition stands for ordinary hopping $-t_{ij}$ with $t_{ij}\ge 0$, as in the standard second-difference form of the kinetic energy. The diagonal of $H$ is unrestricted.

## Inverting the Schrödinger equation

Choose a state $\psi$ with $\psi_i>0$ on every site and look for an on-site potential that makes it a solution at energy zero. The equation $(H\psi)_i+V_i\psi_i=0$ gives

$$V_i=-\frac{(H\psi)_i}{\psi_i}.$$

Write $A=H+\mathrm{diag}(V)$. By construction $\psi$ is an eigenvector of $A$, but this alone does not place it at the bottom of the spectrum. The main theorem does: $A$ is positive semidefinite, and its kernel is exactly the span of $\psi$. On a lattice with at least one site, zero is therefore the lowest energy and $\psi$ is the only state there, up to a factor.

For a single particle on a connected finite lattice with hopping of this sign, this answers the representability question of density-functional theory: every strictly positive normalised density is a ground-state density of some local potential. Densities of several fermions in different orbitals, interacting particles and densities that vanish on some site are not treated.

## The statement in Lean's terms

- `n` is the finite type of sites, `H : Matrix n n ℝ` the Hamiltonian, and `ψ : n → ℝ` the chosen state, which need not be normalised.
- `hoppingGraph H` is the graph of bonds. It joins distinct sites when `H i j` or `H j i` is nonzero; for symmetric `H` the two conditions agree.
- `inversionPotential H ψ` is $V$, and `invertedHamiltonian H ψ` is $A$. The zero of energy is fixed at the energy of $\psi$.
- `hH`, `hoff` and `hψ` state the symmetry, the sign condition and the positivity of $\psi$.
- `hconn` uses `Preconnected`: any two sites are linked by a path. This admits the lattice with no sites, where the kernel and the span are both the zero space.

The conclusion of `posSemidef_and_ker_eq_span` pairs `PosSemidef` with an equality of subspaces, the kernel of the linear map $x\mapsto Ax$ and `Submodule.span ℝ {ψ}`. States are real vectors throughout, so complex amplitudes and magnetic phases are not covered.

## The energy as a sum over bonds

Divide out the chosen state by setting $u_i=x_i/\psi_i$. Inserting the definition of $V$ gives

$$(Ax)_i=\sum_j H_{ij}x_j-\Big(\sum_j H_{ij}\psi_j\Big)\frac{x_i}{\psi_i}=\sum_j H_{ij}\psi_j\,(u_j-u_i).$$

For $x=\psi$ all $u_i$ equal 1, and so $A\psi=0$.

Multiply by $x_i=\psi_iu_i$ and sum:

$$x^{T}Ax=\sum_{i,j}H_{ij}\psi_i\psi_j\,u_i(u_j-u_i).$$

Exchanging the names $i$ and $j$ and using $H_{ji}=H_{ij}$ gives the same energy as

$$x^{T}Ax=\sum_{i,j}H_{ij}\psi_i\psi_j\,u_j(u_i-u_j).$$

Since $u_i(u_j-u_i)+u_j(u_i-u_j)=-(u_i-u_j)^2$, half the sum of the two expressions is

$$x^{T}Ax=\frac12\sum_{i,j}(-H_{ij})\,\psi_i\psi_j\,(u_i-u_j)^2.$$

Terms with $i=j$ vanish, and the others are nonnegative because $-H_{ij}\ge 0$ and $\psi_i\psi_j>0$. Hence $A$ is positive semidefinite.

## Zero energy on a connected lattice

If $x^{T}Ax=0$, every term of the sum is zero. Across a bond $H_{ij}\neq 0$, so $u_i=u_j$. Following bonds from site to site makes $u$ equal to one constant $c$ on the whole lattice, and $x=c\psi$. Any $x$ with $Ax=0$ has zero energy and is therefore a multiple of $\psi$; conversely, every multiple of $\psi$ satisfies $Ax=0$.

Connectedness is also necessary for this uniqueness, though not for $A$ to be positive semidefinite. Suppose that the kernel is the span of $\psi$ but some site $j$ cannot be reached from site $i$. Let $x$ equal $\psi$ on the component of $i$ and zero elsewhere. Then $u$ is 1 on that component and 0 outside, so $u_l-u_k=0$ whenever $H_{kl}\ne0$, and $Ax=0$. Thus $x=c\psi$ for some $c$. Site $j$ requires $c=0$ and site $i$ requires $c=1$, a contradiction. This argument needs only that $\psi$ vanishes nowhere; it uses neither the symmetry of $H$ nor the signs.

## From the state to the density

For a fixed $\psi$ without zeros, the potential is unique up to the choice of energy. The equation $(H\psi)_i+v_i\psi_i=E\psi_i$, divided by $\psi_i$, says precisely that $v_i=V_i+E$.

Now let $\rho_i>0$ with $\sum_i\rho_i=1$, and take $\psi_i=\sqrt{\rho_i}$, which is normalised. Its energy under $A$ is zero, and no state lies lower. A normalised state $x$ of energy zero has the form $x_i=c\sqrt{\rho_i}$, so $1=\sum_i x_i^2=c^2$ and $x_i^2=\rho_i$. Every normalised minimiser thus has the prescribed density.

## The Lean file

```lean
import Mathlib

open Matrix

namespace LatticeDensityRepresentability

noncomputable section

variable {n : Type*} [Fintype n] [DecidableEq n] {H : Matrix n n ℝ} {ψ : n → ℝ}

/-- The hopping graph: two distinct sites are joined when a matrix element of `H`
between them is nonzero. -/
def hoppingGraph {n : Type*} (H : Matrix n n ℝ) : SimpleGraph n :=
  SimpleGraph.fromRel (fun i j => H i j ≠ 0)

/-- The on-site potential `V i = -(H ψ) i / ψ i` obtained by inverting the lattice
Schrödinger equation at energy zero. -/
def inversionPotential {n : Type*} [Fintype n] (H : Matrix n n ℝ) (ψ : n → ℝ) : n → ℝ :=
  fun i => -((H *ᵥ ψ) i) / ψ i

/-- The Hamiltonian `H + V` with the inversion potential of `ψ` on the diagonal. -/
def invertedHamiltonian (H : Matrix n n ℝ) (ψ : n → ℝ) : Matrix n n ℝ :=
  H + Matrix.diagonal (inversionPotential H ψ)

/-- The action of `H + V` on a state `x`, written through differences of the
ratio `x / ψ` between sites. -/
theorem invertedHamiltonian_mulVec (hψ : ∀ i, ψ i ≠ 0) (x : n → ℝ) (i : n) :
    (invertedHamiltonian H ψ *ᵥ x) i
      = ∑ j, H i j * ψ j * (x j / ψ j - x i / ψ i) := by
  have h : ∀ j, H i j * ψ j * (x j / ψ j - x i / ψ i)
      = H i j * x j - H i j * ψ j * (x i / ψ i) := by
    intro j
    have e : ψ j * (x j / ψ j) = x j := mul_div_cancel₀ _ (hψ j)
    linear_combination H i j * e
  rw [Finset.sum_congr rfl (fun j _ => h j), Finset.sum_sub_distrib, ← Finset.sum_mul,
    invertedHamiltonian, Matrix.add_mulVec, Pi.add_apply, Matrix.mulVec_diagonal]
  simp only [inversionPotential, Matrix.mulVec, dotProduct]
  ring

/-- A nowhere vanishing `ψ` solves the Schrödinger equation of `H + V` at energy zero. -/
theorem invertedHamiltonian_mulVec_self (hψ : ∀ i, ψ i ≠ 0) :
    invertedHamiltonian H ψ *ᵥ ψ = 0 := by
  funext i
  rw [invertedHamiltonian_mulVec hψ]
  simp [hψ]

/-- For symmetric `H` and nowhere vanishing `ψ`, the energy of `x` under `H + V` is a weighted sum
of squared differences of `x / ψ` over pairs of sites. -/
theorem energy_eq_sum_sq (hH : H.IsSymm) (hψ : ∀ i, ψ i ≠ 0) (x : n → ℝ) :
    x ⬝ᵥ (invertedHamiltonian H ψ *ᵥ x)
      = (1 / 2) * ∑ i, ∑ j, -H i j * (ψ i * ψ j) * (x i / ψ i - x j / ψ j) ^ 2 := by
  have hS : x ⬝ᵥ (invertedHamiltonian H ψ *ᵥ x)
      = ∑ i, ∑ j, H i j * ψ i * ψ j * ((x i / ψ i) * (x j / ψ j - x i / ψ i)) := by
    simp only [dotProduct, invertedHamiltonian_mulVec hψ x, Finset.mul_sum]
    refine Finset.sum_congr rfl fun i _ => Finset.sum_congr rfl fun j _ => ?_
    have e : ψ i * (x i / ψ i) = x i := mul_div_cancel₀ _ (hψ i)
    linear_combination (-(H i j * ψ j * (x j / ψ j - x i / ψ i))) * e
  -- the same sum with the two sites exchanged
  have hT : x ⬝ᵥ (invertedHamiltonian H ψ *ᵥ x)
      = ∑ i, ∑ j, H i j * ψ i * ψ j * ((x j / ψ j) * (x i / ψ i - x j / ψ j)) := by
    rw [hS, Finset.sum_comm]
    refine Finset.sum_congr rfl fun i _ => Finset.sum_congr rfl fun j _ => ?_
    rw [hH.apply i j]
    ring
  have hsum : x ⬝ᵥ (invertedHamiltonian H ψ *ᵥ x) + x ⬝ᵥ (invertedHamiltonian H ψ *ᵥ x)
      = ∑ i, ∑ j, -H i j * (ψ i * ψ j) * (x i / ψ i - x j / ψ j) ^ 2 := by
    refine (congrArg₂ (· + ·) hS hT).trans ?_
    simp only [← Finset.sum_add_distrib]
    refine Finset.sum_congr rfl fun i _ => Finset.sum_congr rfl fun j _ => ?_
    ring
  linarith [hsum]

/-- For nonpositive off-diagonal elements and positive `ψ`, each pair of sites
contributes a nonnegative term to the energy. -/
theorem pair_term_nonneg {n : Type*} {H : Matrix n n ℝ} {ψ : n → ℝ}
    (hoff : ∀ i j, i ≠ j → H i j ≤ 0) (hψ : ∀ i, 0 < ψ i) (x : n → ℝ) (i j : n) :
    0 ≤ -H i j * (ψ i * ψ j) * (x i / ψ i - x j / ψ j) ^ 2 := by
  rcases eq_or_ne i j with rfl | h
  · simp
  · exact mul_nonneg (mul_nonneg (by linarith [hoff i j h])
      (mul_pos (hψ i) (hψ j)).le) (sq_nonneg _)

/-- For a symmetric `H` with nonpositive off-diagonal elements on a connected lattice and a positive
`ψ`, the vectors of zero energy under `H + V` are exactly the multiples of `ψ`. -/
theorem energy_eq_zero_iff (hH : H.IsSymm) (hoff : ∀ i j, i ≠ j → H i j ≤ 0)
    (hconn : (hoppingGraph H).Preconnected) (hψ : ∀ i, 0 < ψ i) (x : n → ℝ) :
    x ⬝ᵥ (invertedHamiltonian H ψ *ᵥ x) = 0 ↔ ∃ c : ℝ, c • ψ = x := by
  have hne : ∀ i, ψ i ≠ 0 := fun i => (hψ i).ne'
  constructor
  · intro h0
    rw [energy_eq_sum_sq hH hne] at h0
    have hs : ∑ i, ∑ j, -H i j * (ψ i * ψ j) * (x i / ψ i - x j / ψ j) ^ 2 = 0 := by
      linarith
    have hterm : ∀ i j, -H i j * (ψ i * ψ j) * (x i / ψ i - x j / ψ j) ^ 2 = 0 := by
      intro i j
      have h1 := (Finset.sum_eq_zero_iff_of_nonneg (fun i _ =>
        Finset.sum_nonneg (fun j _ => pair_term_nonneg hoff hψ x i j))).1 hs i
          (Finset.mem_univ i)
      exact (Finset.sum_eq_zero_iff_of_nonneg
        (fun j _ => pair_term_nonneg hoff hψ x i j)).1 h1 j (Finset.mem_univ j)
    -- the ratio x / ψ agrees across every bond
    have hbond : ∀ i j, H i j ≠ 0 → x i / ψ i = x j / ψ j := by
      intro i j hij
      have hw : -H i j * (ψ i * ψ j) ≠ 0 :=
        mul_ne_zero (neg_ne_zero.2 hij) (mul_ne_zero (hne i) (hne j))
      have h2 := (mul_eq_zero.1 (hterm i j)).resolve_left hw
      exact sub_eq_zero.1 (pow_eq_zero_iff (two_ne_zero)|>.1 h2)
    -- hence along every path
    have hpath : ∀ i j, x i / ψ i = x j / ψ j := by
      intro i j
      obtain ⟨p⟩ := hconn i j
      induction p with
      | nil => rfl
      | cons h _ ih =>
        refine Eq.trans ?_ ih
        rcases ((SimpleGraph.fromRel_adj _ _ _).1 h).2 with h | h
        · exact hbond _ _ h
        · exact (hbond _ _ h).symm
    rcases isEmpty_or_nonempty n with hn | ⟨⟨k⟩⟩
    · exact ⟨0, Subsingleton.elim _ _⟩
    · refine ⟨x k / ψ k, funext fun i => ?_⟩
      rw [Pi.smul_apply, smul_eq_mul, hpath k i]
      exact div_mul_cancel₀ _ (hne i)
  · rintro ⟨c, rfl⟩
    rw [Matrix.mulVec_smul, invertedHamiltonian_mulVec_self hne, smul_zero, dotProduct_zero]

/-- For a connected lattice Hamiltonian with nonpositive off-diagonal elements and a
positive `ψ`, `H + V` is positive semidefinite and its kernel is the span of `ψ`. -/
theorem posSemidef_and_ker_eq_span (hH : H.IsSymm) (hoff : ∀ i j, i ≠ j → H i j ≤ 0)
    (hconn : (hoppingGraph H).Preconnected) (hψ : ∀ i, 0 < ψ i) :
    (invertedHamiltonian H ψ).PosSemidef ∧
      LinearMap.ker (invertedHamiltonian H ψ).mulVecLin = Submodule.span ℝ {ψ} := by
  have hne : ∀ i, ψ i ≠ 0 := fun i => (hψ i).ne'
  constructor
  · refine Matrix.PosSemidef.of_dotProduct_mulVec_nonneg ?_ fun x => ?_
    · rw [Matrix.IsHermitian, Matrix.conjTranspose_eq_transpose_of_trivial,
        invertedHamiltonian, Matrix.transpose_add, Matrix.diagonal_transpose, hH.eq]
    · rw [star_trivial, energy_eq_sum_sq hH hne]
      exact mul_nonneg (by norm_num) (Finset.sum_nonneg fun i _ =>
        Finset.sum_nonneg fun j _ => pair_term_nonneg hoff hψ x i j)
  · ext x
    rw [LinearMap.mem_ker, Matrix.mulVecLin_apply, Submodule.mem_span_singleton]
    constructor
    · intro h
      exact (energy_eq_zero_iff hH hoff hconn hψ x).1 (by rw [h, dotProduct_zero])
    · rintro ⟨c, rfl⟩
      rw [Matrix.mulVec_smul, invertedHamiltonian_mulVec_self hne, smul_zero]

/-- Converse: if the kernel of `H + V` is the span of a nowhere vanishing `ψ`, then
any two sites are linked by a path of hoppings. -/
theorem preconnected_of_ker_eq_span (hψ : ∀ i, ψ i ≠ 0)
    (hker : LinearMap.ker (invertedHamiltonian H ψ).mulVecLin = Submodule.span ℝ {ψ}) :
    (hoppingGraph H).Preconnected := by
  classical
  intro i j
  -- cut ψ off outside the component of site i
  let x : n → ℝ := fun k => if (hoppingGraph H).Reachable i k then ψ k else 0
  have hx : x ∈ LinearMap.ker (invertedHamiltonian H ψ).mulVecLin := by
    rw [LinearMap.mem_ker, Matrix.mulVecLin_apply]
    funext k
    rw [invertedHamiltonian_mulVec hψ]
    refine Finset.sum_eq_zero fun l _ => ?_
    by_cases hkl : H k l = 0
    · simp [hkl]
    have hr : (hoppingGraph H).Reachable k l := by
      rcases eq_or_ne k l with rfl | hne
      · exact SimpleGraph.Reachable.refl _
      · exact SimpleGraph.Adj.reachable
          ((SimpleGraph.fromRel_adj _ _ _).2 ⟨hne, Or.inl hkl⟩)
    by_cases r : (hoppingGraph H).Reachable i k
    · have r' := r.trans hr
      simp [x, r, r', hψ]
    · have r' : ¬ (hoppingGraph H).Reachable i l := fun h => r (h.trans hr.symm)
      simp [x, r, r']
  rw [hker, Submodule.mem_span_singleton] at hx
  obtain ⟨c, hc⟩ := hx
  by_contra hij
  have hi : c * ψ i = ψ i := by simpa [x] using congrFun hc i
  have hj : c * ψ j = 0 := by
    simpa only [x, if_neg hij, Pi.smul_apply, smul_eq_mul] using congrFun hc j
  have hc0 : c = 0 := (mul_eq_zero.1 hj).resolve_right (hψ j)
  rw [hc0, zero_mul] at hi
  exact hψ i hi.symm

/-- A potential `v` makes a nowhere vanishing `ψ` an eigenvector with energy `E` exactly
when `v` is the inversion potential shifted by `E`. -/
theorem potential_unique (hψ : ∀ i, ψ i ≠ 0) (v : n → ℝ) (E : ℝ) :
    (H + Matrix.diagonal v) *ᵥ ψ = E • ψ ↔ ∀ i, v i = inversionPotential H ψ i + E := by
  rw [funext_iff]
  refine forall_congr' fun i => ?_
  rw [Matrix.add_mulVec, Pi.add_apply, Matrix.mulVec_diagonal, Pi.smul_apply, smul_eq_mul]
  have e : inversionPotential H ψ i * ψ i = -((H *ᵥ ψ) i) := div_mul_cancel₀ _ (hψ i)
  constructor
  · intro h
    apply mul_right_cancel₀ (hψ i)
    linear_combination h - e
  · intro h
    rw [h]
    linear_combination e

/-- Density representability: for a symmetric `H` with nonpositive off-diagonal elements on a
connected lattice and a positive normalised density `ρ`, the inversion potential of `√ρ` gives `√ρ`
energy zero, no normalised real state lies lower, and every normalised real state of energy zero has
density `ρ`. -/
theorem density_representable (hH : H.IsSymm) (hoff : ∀ i j, i ≠ j → H i j ≤ 0)
    (hconn : (hoppingGraph H).Preconnected) (ρ : n → ℝ) (hρ : ∀ i, 0 < ρ i)
    (hnorm : ∑ i, ρ i = 1) :
    (fun i => √(ρ i)) ⬝ᵥ (invertedHamiltonian H (fun i => √(ρ i)) *ᵥ fun i => √(ρ i)) = 0 ∧
    ∀ x : n → ℝ, ∑ i, x i ^ 2 = 1 →
      0 ≤ x ⬝ᵥ (invertedHamiltonian H (fun i => √(ρ i)) *ᵥ x) ∧
      (x ⬝ᵥ (invertedHamiltonian H (fun i => √(ρ i)) *ᵥ x) = 0 → ∀ i, x i ^ 2 = ρ i) := by
  have hφ : ∀ i, 0 < (fun i => √(ρ i)) i := fun i => Real.sqrt_pos.2 (hρ i)
  refine ⟨(energy_eq_zero_iff hH hoff hconn hφ _).2 ⟨1, one_smul _ _⟩, fun x hx => ⟨?_, ?_⟩⟩
  · have h := (posSemidef_and_ker_eq_span hH hoff hconn hφ).1.dotProduct_mulVec_nonneg x
    rwa [star_trivial] at h
  · intro h0
    obtain ⟨c, hc⟩ := (energy_eq_zero_iff hH hoff hconn hφ x).1 h0
    have hsq : ∀ i, x i ^ 2 = c ^ 2 * ρ i := by
      intro i
      have hi : x i = c * √(ρ i) := (congrFun hc i).symm
      rw [hi, mul_pow, Real.sq_sqrt (hρ i).le]
    -- normalisation fixes the prefactor up to sign
    have hc2 : c ^ 2 = 1 := by
      rw [Finset.sum_congr rfl (fun i _ => hsq i), ← Finset.mul_sum, hnorm, mul_one] at hx
      exact hx
    intro i
    rw [hsq i, hc2, one_mul]

end

end LatticeDensityRepresentability
```

```lean
#print axioms LatticeDensityRepresentability.preconnected_of_ker_eq_span
-- 'LatticeDensityRepresentability.preconnected_of_ker_eq_span' depends on axioms: [propext, Classical.choice, Quot.sound]
#print axioms LatticeDensityRepresentability.potential_unique
-- 'LatticeDensityRepresentability.potential_unique' depends on axioms: [propext, Classical.choice, Quot.sound]
#print axioms LatticeDensityRepresentability.density_representable
-- 'LatticeDensityRepresentability.density_representable' depends on axioms: [propext, Classical.choice, Quot.sound]
```

## How the proof follows the derivation

`invertedHamiltonian_mulVec` is the formula for $(Ax)_i$ in terms of differences of $u$. Its auxiliary equation `e` says $\psi_ju_j=x_j$, and `linear_combination` uses it to split each summand into the two parts of the hand calculation. `invertedHamiltonian_mulVec_self` sets $x=\psi$.

In `energy_eq_sum_sq`, `hS` is the first double sum for the energy and `hT` the one with exchanged indices. The exchange consists of `Finset.sum_comm` followed by the symmetry of `H`. The step `hsum` adds the two sums and lets `ring` complete the square term by term; `linarith` then supplies the factor one half. Of $\psi$, only $\psi_i\neq0$ is needed here, not positivity.

Signs enter in `pair_term_nonneg`. It treats $i=j$ separately, because a diagonal element may have either sign; the term vanishes because its squared difference is zero.

`energy_eq_zero_iff` contains the connectedness argument:

- `hterm` applies the rule that a vanishing sum of nonnegative terms has only zero terms, once for each of the two sums.
- `hbond` cancels the nonzero weight and obtains equal ratios across a bond.
- `hpath` extends this to any two sites by induction on a path. At each step it allows for the bond being recorded in either order.

The proof then takes $c=x_k/\psi_k$ at any site $k$, after dealing with the empty lattice.

`posSemidef_and_ker_eq_span` assembles the main result. Positive semidefiniteness follows from the symmetry of $A$ and the sum of squares. For the kernel, a vector with $Ax=0$ has zero energy, so the preceding theorem applies; the other inclusion is $A\psi=0$ and linearity.

`preconnected_of_ker_eq_span` constructs the cut-off state and checks, summand by summand, that $A$ annihilates it. Each summand vanishes either because `H k l` is zero or because `k` and `l` lie in the same component. Comparing the state with $c\psi$ at the two sites gives the contradiction.

`potential_unique` works site by site, cancelling the nonzero $\psi_i$ in one direction and substituting for $v_i$ in the other. In `density_representable`, the lower bound comes from positive semidefiniteness and the form of the minimisers from `energy_eq_zero_iff`. The step `hc2` uses the two normalisations to obtain $c^2=1$, which leaves the sign of the state free but fixes its density.
